# The large-c limit of the energy-dependent kinetic matrix at fixed energy

The energy $E$ is treated here as a fixed real number, although in a Dirac calculation it is an eigenvalue that itself changes with the speed of light $c$. The matrices $B$, $S$ and $W$ are held fixed too, so $c$ is the only variable. Units are those with $\hbar$ and the electron mass equal to 1.

```lean
import Mathlib

open Matrix Filter Topology
open scoped ComplexOrder

namespace KineticBalanceLimit

noncomputable section

variable {m n : Type*} [Fintype n] [DecidableEq n]
```

The types `m` and `n` label the basis functions of the large and small components, with `n` finite. All matrices are complex, and their limits are taken entry by entry.

```lean
/-- The small-component block `(E + 2c²) S - W` of the matrix Dirac equation, with energy `E`
measured from the rest energy, overlap `S` and potential matrix `W`. -/
def smallBlock (E c : ℝ) (S W : Matrix n n ℂ) : Matrix n n ℂ :=
  ((E : ℂ) + 2 * (c : ℂ) ^ 2) • S - W
```

This defines the small-component block
$$M(c) = (E+2c^2)S - W,$$
where $S$ is the small-component overlap, $W$ is the potential in that basis, and $E$ is measured from the rest energy. The notation `(c : ℂ)` reads the real number $c$ as a complex one, and `•` multiplies by a scalar.

```lean
/-- The energy-dependent kinetic matrix `c² B ((E + 2c²) S - W)⁻¹ B*`, meaningful where the
small-component block is invertible. -/
def kineticMatrix (E c : ℝ) (B : Matrix m n ℂ) (S W : Matrix n n ℂ) : Matrix m m ℂ :=
  ((c : ℂ) ^ 2) • (B * (smallBlock E c S W)⁻¹ * Bᴴ)
```

This is $K(c) = c^2 B\,M(c)^{-1}B^*$, with $B$ the matrix of $\sigma\cdot p$ between large- and small-component basis functions ($\sigma$ are the Pauli matrices, $p$ is the momentum) and `Bᴴ` its conjugate transpose $B^*$. Lean assigns the value zero to the inverse of a singular matrix, so $K(c)$ has its physical meaning only where $M(c)$ is invertible.

## Eliminating the small component

```lean
/-- Elimination of the small component: if the small-component block is invertible, the two
coupled matrix Dirac equations for `(a, b)` are equivalent to an explicit formula for `b` and an
equation for `a` alone, in which `kineticMatrix` is added to the potential `V`. -/
theorem dirac_iff_eliminated [Fintype m] (E c : ℝ) (B : Matrix m n ℂ) (S W : Matrix n n ℂ)
    (V SL : Matrix m m ℂ) (a : m → ℂ) (b : n → ℂ) (hM : (smallBlock E c S W).det ≠ 0) :
    (V *ᵥ a + (c : ℂ) • (B *ᵥ b) = (E : ℂ) • (SL *ᵥ a) ∧
      (c : ℂ) • (Bᴴ *ᵥ a) + (W - (2 * (c : ℂ) ^ 2) • S) *ᵥ b = (E : ℂ) • (S *ᵥ b)) ↔
    (b = (c : ℂ) • ((smallBlock E c S W)⁻¹ *ᵥ (Bᴴ *ᵥ a)) ∧
      (V + kineticMatrix E c B S W) *ᵥ a = (E : ℂ) • (SL *ᵥ a)) := by
  have hu : IsUnit (smallBlock E c S W).det := isUnit_iff_ne_zero.mpr hM
  have hb : smallBlock E c S W *ᵥ b
      = (E : ℂ) • (S *ᵥ b) - (W - (2 * (c : ℂ) ^ 2) • S) *ᵥ b := by
    simp only [smallBlock, Matrix.sub_mulVec, Matrix.smul_mulVec]
    module
  -- the second equation determines the small component
  have hsmall : (c : ℂ) • (Bᴴ *ᵥ a) + (W - (2 * (c : ℂ) ^ 2) • S) *ᵥ b = (E : ℂ) • (S *ᵥ b) ↔
      b = (c : ℂ) • ((smallBlock E c S W)⁻¹ *ᵥ (Bᴴ *ᵥ a)) := by
    constructor
    · intro h
      have h1 : smallBlock E c S W *ᵥ b = (c : ℂ) • (Bᴴ *ᵥ a) := by
        linear_combination (norm := module) hb - h
      calc b = (smallBlock E c S W)⁻¹ *ᵥ (smallBlock E c S W *ᵥ b) := by
            rw [Matrix.mulVec_mulVec, Matrix.nonsing_inv_mul _ hu, Matrix.one_mulVec]
        _ = _ := by rw [h1, Matrix.mulVec_smul]
    · intro h
      have h1 : smallBlock E c S W *ᵥ b = (c : ℂ) • (Bᴴ *ᵥ a) := by
        rw [h, Matrix.mulVec_smul, Matrix.mulVec_mulVec, Matrix.mul_nonsing_inv _ hu,
          Matrix.one_mulVec]
      linear_combination (norm := module) hb - h1
  refine and_comm.trans ?_
  rw [hsmall]
  refine and_congr_right fun h => ?_
  -- inserting it into the first equation produces the kinetic matrix
  have hK : (V + kineticMatrix E c B S W) *ᵥ a = V *ᵥ a + (c : ℂ) • (B *ᵥ b) := by
    rw [h, kineticMatrix, Matrix.add_mulVec, Matrix.smul_mulVec, Matrix.mulVec_smul, smul_smul,
      Matrix.mulVec_mulVec, Matrix.mulVec_mulVec, sq]
  rw [hK]
```

Let $a$ and $b$ be the coefficient vectors of the large and small components, $V$ the large-component potential and $S_L$ (`SL`) the large-component overlap. The matrix Dirac equations are
$$Va + cBb = E S_L a,\qquad cB^*a + (W-2c^2S)b = E S b.$$
The second says $M(c)\,b = cB^*a$, so $b = c\,M(c)^{-1}B^*a$ if $M(c)$ is invertible. Inserting this into the first gives $(V+K(c))a = E S_L a$. Each step can be reversed, hence the `↔`. In the proof, `hsmall` solves the second equation and `hK` performs the insertion.

## The small block at large c

```lean
/-- A nonzero scalar factor comes out of the inverse of an invertible matrix as its reciprocal. -/
theorem inv_smul_matrix {k : ℂ} (hk : k ≠ 0) {M : Matrix n n ℂ} (hM : M.det ≠ 0) :
    (k • M)⁻¹ = k⁻¹ • M⁻¹ := by
  apply Matrix.inv_eq_right_inv
  rw [Matrix.smul_mul, Matrix.mul_smul, smul_smul, mul_inv_cancel₀ hk, one_smul,
    Matrix.mul_nonsing_inv _ (isUnit_iff_ne_zero.mpr hM)]
```

For $k \neq 0$ and invertible $M$, $(kM)^{-1} = k^{-1}M^{-1}$, because the product of $kM$ with the right-hand side is the identity.

```lean
omit [Fintype n] [DecidableEq n] in
/-- Divided by `c²`, the small-component block tends to `2S` as `c → ∞`. -/
theorem tendsto_scaled_block (E : ℝ) (S W : Matrix n n ℂ) :
    Tendsto (fun c : ℝ => ((c : ℂ) ^ 2)⁻¹ • smallBlock E c S W) atTop (𝓝 ((2 : ℂ) • S)) := by
  have h : Tendsto (fun c : ℝ => (((c ^ 2)⁻¹ : ℝ) : ℂ)) atTop (𝓝 ((0 : ℝ) : ℂ)) :=
    (Complex.continuous_ofReal.tendsto 0).comp
      (tendsto_inv_atTop_zero.comp (tendsto_pow_atTop two_ne_zero))
  rw [Complex.ofReal_zero] at h
  have h0 : Tendsto (fun c : ℝ => ((c : ℂ) ^ 2)⁻¹) atTop (𝓝 0) := h.congr fun c => by simp
  have h2 := (tendsto_const_nhds (x := (2 : ℂ) • S)).add (h0.smul_const ((E : ℂ) • S - W))
  rw [zero_smul, add_zero] at h2
  refine h2.congr' ?_
  filter_upwards [eventually_gt_atTop (0 : ℝ)] with c hc
  have hc' : (c : ℂ) ≠ 0 := by exact_mod_cast hc.ne'
  have h1 : ((c : ℂ) ^ 2)⁻¹ * (c : ℂ) ^ 2 = 1 := inv_mul_cancel₀ (pow_ne_zero 2 hc')
  ext i j
  simp only [smallBlock, Matrix.add_apply, Matrix.sub_apply, Matrix.smul_apply, smul_eq_mul]
  linear_combination (-2 * S i j) * h1
```

For $c>0$,
$$\frac{M(c)}{c^2} = 2S + \frac{ES-W}{c^2} \longrightarrow 2S.$$
`Tendsto … atTop (𝓝 …)` means convergence as $c\to\infty$. The step `h2.congr'` allows the two sides to agree only for large $c$, and `filter_upwards` supplies $c>0$.

```lean
/-- For an invertible overlap `S`, the small-component block is invertible for all sufficiently
large `c`. -/
theorem eventually_block_invertible (E : ℝ) {S : Matrix n n ℂ} (W : Matrix n n ℂ)
    (hS : S.det ≠ 0) : ∀ᶠ c : ℝ in atTop, (smallBlock E c S W).det ≠ 0 := by
  have hd : Tendsto (fun c : ℝ => (((c : ℂ) ^ 2)⁻¹ • smallBlock E c S W).det) atTop
      (𝓝 ((2 : ℂ) • S).det) :=
    ((Continuous.matrix_det continuous_id).tendsto _).comp (tendsto_scaled_block E S W)
  have h2 : ((2 : ℂ) • S).det ≠ 0 := by
    rw [Matrix.det_smul]
    exact mul_ne_zero (pow_ne_zero _ two_ne_zero) hS
  filter_upwards [hd.eventually_ne h2] with c hc h
  exact hc (by rw [Matrix.det_smul, h, mul_zero])
```

The hypothesis `hS` is $\det S \neq 0$, which every positive definite $S$ satisfies; $W$ may be any matrix, Hermitian or not. The determinant is continuous, so $\det(M(c)/c^2)$ tends to $\det(2S)\neq 0$. It is therefore nonzero for all large $c$, and so is $\det M(c)$.

```lean
/-- For an invertible overlap `S`, `c²` times the inverse of the small-component block tends to
`S⁻¹/2` as `c → ∞`. -/
theorem tendsto_scaled_inverse (E : ℝ) {S : Matrix n n ℂ} (W : Matrix n n ℂ) (hS : S.det ≠ 0) :
    Tendsto (fun c : ℝ => ((c : ℂ) ^ 2) • (smallBlock E c S W)⁻¹) atTop
      (𝓝 ((2 : ℂ)⁻¹ • S⁻¹)) := by
  have h2 : ((2 : ℂ) • S).det ≠ 0 := by
    rw [Matrix.det_smul]
    exact mul_ne_zero (pow_ne_zero _ two_ne_zero) hS
  have hs := tendsto_scaled_block E S W
  -- the inverse is the adjugate over the determinant, both continuous
  have hd := ((Continuous.matrix_det continuous_id).tendsto ((2 : ℂ) • S)).comp hs
  have ha := ((Continuous.matrix_adjugate continuous_id).tendsto ((2 : ℂ) • S)).comp hs
  have h : Tendsto (fun c : ℝ => (((c : ℂ) ^ 2)⁻¹ • smallBlock E c S W)⁻¹) atTop
      (𝓝 ((2 : ℂ) • S)⁻¹) := by
    simp only [Matrix.inv_def, Ring.inverse_eq_inv']
    exact (hd.inv₀ h2).smul ha
  rw [inv_smul_matrix two_ne_zero hS] at h
  refine h.congr' ?_
  filter_upwards [eventually_gt_atTop (0 : ℝ), eventually_block_invertible E W hS] with c hc hM
  have hc' : (c : ℂ) ≠ 0 := by exact_mod_cast hc.ne'
  rw [inv_smul_matrix (inv_ne_zero (pow_ne_zero 2 hc')) hM, inv_inv]
```

For large $c$,
$$c^2M(c)^{-1} = \left(\frac{M(c)}{c^2}\right)^{-1} \longrightarrow (2S)^{-1} = \tfrac12 S^{-1}.$$
The proof turns on `Matrix.inv_def`, which writes the inverse as the adjugate divided by the determinant. Both are polynomials in the entries, hence continuous, and the division is safe because the limiting determinant is nonzero. No norm estimate or Neumann series is needed.

## The limit and kinetic balance

```lean
/-- Nonrelativistic limit: for an invertible small-component overlap `S`, the energy-dependent
kinetic matrix tends to `B S⁻¹ B* / 2` as `c → ∞`. -/
theorem tendsto_kineticMatrix (E : ℝ) (B : Matrix m n ℂ) {S : Matrix n n ℂ} (W : Matrix n n ℂ)
    (hS : S.det ≠ 0) :
    Tendsto (fun c : ℝ => kineticMatrix E c B S W) atTop
      (𝓝 ((1 / 2 : ℂ) • (B * S⁻¹ * Bᴴ))) := by
  have hB : Continuous fun X : Matrix n n ℂ => B * X * Bᴴ :=
    Continuous.matrix_mul (Continuous.matrix_mul continuous_const continuous_id) continuous_const
  have h : Tendsto (fun c : ℝ => B * (((c : ℂ) ^ 2) • (smallBlock E c S W)⁻¹) * Bᴴ) atTop
      (𝓝 (B * ((2 : ℂ)⁻¹ • S⁻¹) * Bᴴ)) := (hB.tendsto _).comp (tendsto_scaled_inverse E W hS)
  simp only [Matrix.mul_smul, Matrix.smul_mul] at h
  rw [one_div]
  exact h
```

Multiplying by $B$ on the left and $B^*$ on the right is continuous, so
$$K(c) \longrightarrow \tfrac12 BS^{-1}B^*.$$

```lean
/-- Kinetic balance: if `B = S = 2T` with `T` positive definite, the energy-dependent kinetic
matrix tends to the nonrelativistic kinetic matrix `T` as `c → ∞`. -/
theorem tendsto_kineticMatrix_of_balance (E : ℝ) {T : Matrix n n ℂ} (W : Matrix n n ℂ)
    (hT : T.PosDef) :
    Tendsto (fun c : ℝ => kineticMatrix E c ((2 : ℂ) • T) ((2 : ℂ) • T) W) atTop (𝓝 T) := by
  have hd : T.det ≠ 0 := ((Matrix.isUnit_iff_isUnit_det T).mp hT.isUnit).ne_zero
  have h2 : ((2 : ℂ) • T).det ≠ 0 := by
    rw [Matrix.det_smul]
    exact mul_ne_zero (pow_ne_zero _ two_ne_zero) hd
  have h := tendsto_kineticMatrix E ((2 : ℂ) • T) W h2
  rw [Matrix.mul_nonsing_inv _ (isUnit_iff_ne_zero.mpr h2), Matrix.one_mul,
    Matrix.conjTranspose_smul, hT.isHermitian.eq, smul_smul] at h
  have hs : (1 / 2 : ℂ) * star (2 : ℂ) = 1 := by simp
  rwa [hs, one_smul] at h
```

Kinetic balance, in its restricted form, builds the small-component basis by applying $\sigma\cdot p$ to each large-component function. Since $(\sigma\cdot p)^2=p^2$, both $B$ and $S$ are then the matrix of $p^2$ in the large-component basis, that is, $B=S=2T$ with $T$ the nonrelativistic kinetic matrix; the theorem takes this as its assumption. A positive definite $T$ is Hermitian and invertible, so the limit is
$$\tfrac12(2T)(2T)^{-1}(2T) = T.$$
In a finite balanced basis, the kinetic matrix of the eliminated equation thus tends to the nonrelativistic one as $c\to\infty$ at fixed $E$; convergence of the eigenvalues would need a further argument.

## The correction of order $1/c^2$

```lean
/-- Exact deviation of the kinetic matrix from `B S⁻¹ B* / 2` at finite `c`, for an invertible
overlap and an invertible small-component block. -/
theorem kineticMatrix_sub_limit (E c : ℝ) (B : Matrix m n ℂ) {S W : Matrix n n ℂ}
    (hS : S.det ≠ 0) (hM : (smallBlock E c S W).det ≠ 0) :
    kineticMatrix E c B S W - (1 / 2 : ℂ) • (B * S⁻¹ * Bᴴ) =
      (1 / 2 : ℂ) • (B * ((smallBlock E c S W)⁻¹ * (W - (E : ℂ) • S) * S⁻¹) * Bᴴ) := by
  have hW : W - (E : ℂ) • S = (2 * (c : ℂ) ^ 2) • S - smallBlock E c S W := by
    unfold smallBlock
    module
  -- resolvent identity for the two inverses
  have core : ((c : ℂ) ^ 2) • (smallBlock E c S W)⁻¹ - (1 / 2 : ℂ) • S⁻¹ =
      (1 / 2 : ℂ) • ((smallBlock E c S W)⁻¹ * (W - (E : ℂ) • S) * S⁻¹) := by
    rw [hW, Matrix.mul_sub, Matrix.sub_mul,
      Matrix.nonsing_inv_mul _ (isUnit_iff_ne_zero.mpr hM), Matrix.one_mul, Matrix.mul_smul,
      Matrix.smul_mul, Matrix.mul_assoc, Matrix.mul_nonsing_inv _ (isUnit_iff_ne_zero.mpr hS),
      Matrix.mul_one]
    module
  calc _ = B * (((c : ℂ) ^ 2) • (smallBlock E c S W)⁻¹ - (1 / 2 : ℂ) • S⁻¹) * Bᴴ := by
        simp only [kineticMatrix, Matrix.mul_sub, Matrix.sub_mul, Matrix.mul_smul,
          Matrix.smul_mul]
    _ = _ := by rw [core, Matrix.mul_smul, Matrix.smul_mul]
```

Since $W-ES = 2c^2S-M(c)$,
$$\tfrac12M(c)^{-1}(W-ES)S^{-1} = c^2M(c)^{-1}-\tfrac12S^{-1}.$$
Multiplying by $B$ and $B^*$ gives the deviation of $K(c)$ from its limit, exactly, at every $c$ for which $M(c)$ is invertible. The step `core` is this identity.

```lean
/-- Leading relativistic correction: for an invertible overlap `S`, `c²` times the deviation of
the kinetic matrix from its limit tends to `B S⁻¹ (W - E S) S⁻¹ B* / 4` as `c → ∞`. -/
theorem tendsto_relativistic_correction (E : ℝ) (B : Matrix m n ℂ) {S : Matrix n n ℂ}
    (W : Matrix n n ℂ) (hS : S.det ≠ 0) :
    Tendsto (fun c : ℝ => ((c : ℂ) ^ 2) •
        (kineticMatrix E c B S W - (1 / 2 : ℂ) • (B * S⁻¹ * Bᴴ))) atTop
      (𝓝 ((1 / 4 : ℂ) • (B * (S⁻¹ * (W - (E : ℂ) • S) * S⁻¹) * Bᴴ))) := by
  have hG : Continuous fun X : Matrix n n ℂ => B * (X * (W - (E : ℂ) • S) * S⁻¹) * Bᴴ :=
    Continuous.matrix_mul (Continuous.matrix_mul continuous_const
      (Continuous.matrix_mul (Continuous.matrix_mul continuous_id continuous_const)
        continuous_const)) continuous_const
  have hF : Continuous fun X : Matrix n n ℂ =>
      (1 / 2 : ℂ) • (B * (X * (W - (E : ℂ) • S) * S⁻¹) * Bᴴ) := hG.const_smul (1 / 2 : ℂ)
  have h := (hF.tendsto _).comp (tendsto_scaled_inverse E W hS)
  have hl : (1 / 2 : ℂ) • (B * (((2 : ℂ)⁻¹ • S⁻¹) * (W - (E : ℂ) • S) * S⁻¹) * Bᴴ) =
      (1 / 4 : ℂ) • (B * (S⁻¹ * (W - (E : ℂ) • S) * S⁻¹) * Bᴴ) := by
    simp only [Matrix.smul_mul, Matrix.mul_smul, smul_smul]
    congr 1
    norm_num
  rw [hl] at h
  refine h.congr' ?_
  filter_upwards [eventually_block_invertible E W hS] with c hM
  rw [kineticMatrix_sub_limit E c B hS hM]
  simp only [Function.comp_apply, Matrix.smul_mul, Matrix.mul_smul]
  exact smul_comm _ _ _

end

end KineticBalanceLimit
```

Multiply the deviation by $c^2$ and use $c^2M(c)^{-1}\to\frac12S^{-1}$ once more:
$$c^2\left(K(c)-\tfrac12BS^{-1}B^*\right) \longrightarrow \tfrac14BS^{-1}(W-ES)S^{-1}B^*.$$

With one basis function per component and kinetic balance, $B=S=2t$ and $W=w$ with $t>0$ and $w$ real, everything is visible in one fraction:
$$K(c) = \frac{4c^2t^2}{2t(E+2c^2)-w} \longrightarrow t,\qquad c^2\,(K(c)-t) \longrightarrow \frac{w-2Et}{4}.$$

```lean
#print axioms KineticBalanceLimit.dirac_iff_eliminated
-- 'KineticBalanceLimit.dirac_iff_eliminated' depends on axioms: [propext, Classical.choice, Quot.sound]
#print axioms KineticBalanceLimit.tendsto_kineticMatrix
-- 'KineticBalanceLimit.tendsto_kineticMatrix' depends on axioms: [propext, Classical.choice, Quot.sound]
#print axioms KineticBalanceLimit.tendsto_kineticMatrix_of_balance
-- 'KineticBalanceLimit.tendsto_kineticMatrix_of_balance' depends on axioms: [propext, Classical.choice, Quot.sound]
#print axioms KineticBalanceLimit.tendsto_relativistic_correction
-- 'KineticBalanceLimit.tendsto_relativistic_correction' depends on axioms: [propext, Classical.choice, Quot.sound]
```
